# An F12 function orthogonal to the virtual space cannot recover pair-function components lost by domain truncation

In a local correlation method, the pair function of two electrons is expanded in a domain S that is smaller than the full virtual pair space V of the orbital basis. An explicitly correlated function F is then added, after its overlap with the conventional functions has been projected out. The projector can be built from the domain S or from the whole of V. If it is built from V, the added function is orthogonal to everything in V, including what the domain left out. Does that affect the energy that can be reached?

The question is treated here for a single pair that is not coupled to others, and for one correlated function with a freely optimised coefficient. The occupied orbitals are taken to be already projected out of all pair functions, including F. These functions form a real inner product space E, which may be infinite-dimensional and need not be complete.

```lean
import Mathlib

open scoped InnerProductSpace

namespace LocalF12Projector

variable {E : Type*} [NormedAddCommGroup E] [InnerProductSpace ℝ E]
```

## The pair energy as a quadratic functional

In second-order perturbation theory, A stands for the zeroth-order Hamiltonian minus the reference energy of the pair, and b for the part in E of the interaction acting on the reference pair. Positive definiteness says that every double excitation costs energy:

⟨x, A x⟩ > 0 for every x ≠ 0.

`PositiveDefinite` combines this with symmetry. The type `E →ₗ[ℝ] E` makes A a linear map defined on all of E, so an unbounded operator with a smaller domain is not represented directly.

```lean
/-- A real operator is positive definite if it is symmetric and `⟨x, A x⟩ > 0` for every
nonzero `x`. -/
def PositiveDefinite (A : E →ₗ[ℝ] E) : Prop :=
  A.IsSymmetric ∧ ∀ x : E, x ≠ 0 → 0 < inner ℝ x (A x)
```

The Hylleraas functional is

J(x) = ⟨x, A x⟩ + 2⟨b, x⟩,

and its minimum is the second-order pair energy.

```lean
/-- The Hylleraas functional `J(x) = ⟨x, A x⟩ + 2 ⟨b, x⟩`. -/
noncomputable def hylleraas (A : E →ₗ[ℝ] E) (b x : E) : ℝ :=
  inner ℝ x (A x) + 2 * inner ℝ b x
```

Write P_S and P_V for the orthogonal projectors, which appear in Lean as `S.starProjection` and `V.starProjection`. The trial space is S + span((1 − P_V)F). Putting V = S gives the projector built from the domain itself.

```lean
/-- The trial space `S + span((1 - P_V) F)`: the space `S` extended by the correlated
function `F` from which the component in `V` has been projected out. -/
noncomputable def trialSpace (S V : Submodule ℝ E) [V.HasOrthogonalProjection] (F : E) :
    Submodule ℝ E :=
  S ⊔ Submodule.span ℝ {F - V.starProjection F}
```

Every trial vector therefore has the form

x = s + c(1 − P_V)F, with s in S and c real.

```lean
/-- A vector of the trial space is a vector of `S` plus a multiple of `(1 - P_V) F`. -/
theorem mem_trialSpace (S V : Submodule ℝ E) [V.HasOrthogonalProjection] (F x : E) :
    x ∈ trialSpace S V F ↔ ∃ s ∈ S, ∃ c : ℝ, s + c • (F - V.starProjection F) = x := by
  constructor
  · intro h
    obtain ⟨s, hs, z, hz, rfl⟩ := Submodule.mem_sup.1 h
    obtain ⟨c, rfl⟩ := Submodule.mem_span_singleton.1 hz
    exact ⟨s, hs, c, rfl⟩
  · rintro ⟨s, hs, c, rfl⟩
    exact Submodule.add_mem_sup hs
      (Submodule.smul_mem _ c (Submodule.mem_span_singleton_self _))
```

## The energy error measured from the minimiser

For v in a subspace K, the difference y − P_K y is orthogonal to v. Hence

⟨P_K y, v⟩ = ⟨y, v⟩.

```lean
/-- Projecting one factor onto `K` does not change its overlap with a vector of `K`. -/
theorem inner_proj (K : Submodule ℝ E) [K.HasOrthogonalProjection] (y : E) {v : E}
    (hv : v ∈ K) : inner ℝ (K.starProjection y) v = inner ℝ y v := by
  have h : y - K.starProjection y ∈ Kᗮ := Submodule.sub_starProjection_mem_orthogonal y
  have h2 := (Submodule.mem_orthogonal' K _).1 h v hv
  rw [inner_sub_left] at h2
  linarith
```

Now expand J about a point x. Symmetry makes the two cross terms ⟨x, A d⟩ and ⟨d, A x⟩ equal, which leaves

J(x + d) = J(x) + 2⟨A x + b, d⟩ + ⟨d, A d⟩.

```lean
/-- For positive definite `A`, a step `d` from `x` changes the Hylleraas functional by
`2 ⟨A x + b, d⟩ + ⟨d, A d⟩`. -/
theorem hylleraas_add {A : E →ₗ[ℝ] E} (hA : PositiveDefinite A) (b x d : E) :
    hylleraas A b (x + d)
      = hylleraas A b x + 2 * inner ℝ (A x + b) d + inner ℝ d (A d) := by
  have h1 : inner ℝ (A x) d = inner ℝ x (A d) := hA.1 x d
  have h2 : inner ℝ d (A x) = inner ℝ (A x) d := real_inner_comm _ _
  simp only [hylleraas, map_add, inner_add_left, inner_add_right]
  linarith
```

Let xs be a global minimiser of J. Its existence is assumed, through `hmin`. Put r = A xs + b and take a step t r. Minimality requires

0 ≤ 2t⟨r, r⟩ + t²⟨r, A r⟩ for every real t.

If r were nonzero, both inner products would be positive, and t = −⟨r, r⟩/⟨r, A r⟩ would make the right-hand side equal to −⟨r, r⟩²/⟨r, A r⟩ < 0. So A xs + b = 0. The expansion about xs with d = x − xs then loses its linear term:

J(x) − J(xs) = ⟨x − xs, A(x − xs)⟩.

In the code, `aux` is the contradiction for the quadratic in t, and `hres` is the vanishing residual.

```lean
/-- If `A` is positive definite and `xs` minimises the Hylleraas functional, the energy error
of any `x` is `⟨x - xs, A (x - xs)⟩`. -/
theorem energy_error {A : E →ₗ[ℝ] E} (hA : PositiveDefinite A) {b xs : E}
    (hmin : ∀ x, hylleraas A b xs ≤ hylleraas A b x) (x : E) :
    hylleraas A b x - hylleraas A b xs = inner ℝ (x - xs) (A (x - xs)) := by
  have aux : ∀ n q : ℝ, 0 < n → 0 < q → (∀ t : ℝ, 0 ≤ 2 * (t * n) + t * (t * q)) → False := by
    intro n q hn hq h
    have hc : n / q * q = n := div_mul_cancel₀ _ hq.ne'
    have h1 : n / q * (n / q * q) = n / q * n := by rw [hc]
    have h2 := h (-(n / q))
    nlinarith [mul_pos (div_pos hn hq) hn]
  -- a nonzero residual would be a direction of descent
  have hres : A xs + b = 0 := by
    by_contra hr
    have hn : 0 < inner ℝ (A xs + b) (A xs + b) := by
      rw [real_inner_self_eq_norm_sq]
      exact pow_pos (norm_pos_iff.2 hr) 2
    refine aux _ _ hn (hA.2 _ hr) fun t => ?_
    have h := hmin (xs + t • (A xs + b))
    rw [hylleraas_add hA, map_smul, real_inner_smul_right, real_inner_smul_left,
      real_inner_smul_right] at h
    linarith
  have h := hylleraas_add hA b xs (x - xs)
  rw [hres, inner_zero_left, add_sub_cancel] at h
  linarith
```

## A minimum on every finite-dimensional subspace

On a finite-dimensional subspace W, the stationarity condition is the projected linear equation

P_W A w = −P_W b, with w in W.

The map T = P_W A on W is injective: if T w = 0, then ⟨w, A w⟩ = ⟨w, P_W A w⟩ = 0, so w = 0. In finite dimension it is therefore surjective, and the equation has a solution w. For any v in W, the residual A w + b is orthogonal to v − w, and

J(v) = J(w) + ⟨v − w, A(v − w)⟩ ≥ J(w).

The statement uses `IsLeast (hylleraas A b '' (W : Set E)) m`: the number m is a value of J on W, and no value of J on W is lower.

```lean
/-- For positive definite `A`, the Hylleraas functional attains its minimum on every
finite-dimensional subspace. -/
theorem exists_minimum {A : E →ₗ[ℝ] E} (hA : PositiveDefinite A) (b : E)
    (W : Submodule ℝ E) [FiniteDimensional ℝ W] :
    ∃ m, IsLeast (hylleraas A b '' (W : Set E)) m := by
  -- the operator projected onto W is injective, hence surjective
  let T : W →ₗ[ℝ] W := LinearMap.codRestrict W
    (W.starProjection.toLinearMap ∘ₗ A ∘ₗ W.subtype)
    (fun w => Submodule.starProjection_apply_mem W (A w))
  have hinj : Function.Injective T := by
    rw [injective_iff_map_eq_zero]
    intro w hw
    have h0 : W.starProjection (A w) = 0 := congrArg Subtype.val hw
    have h1 := inner_proj W (A w) w.2
    rw [h0, inner_zero_left, real_inner_comm] at h1
    by_contra hne
    have h2 := hA.2 (w : E) (fun h => hne (Subtype.ext h))
    linarith
  obtain ⟨w, hw⟩ := (LinearMap.injective_iff_surjective.1 hinj)
    ⟨-(W.starProjection b), W.neg_mem (Submodule.starProjection_apply_mem W b)⟩
  have hw' : W.starProjection (A w) = -(W.starProjection b) := congrArg Subtype.val hw
  refine ⟨hylleraas A b w, ⟨w, w.2, rfl⟩, ?_⟩
  rintro _ ⟨v, hv, rfl⟩
  have hd : v - (w : E) ∈ W := W.sub_mem hv w.2
  -- the residual is orthogonal to W
  have h0 : inner ℝ (A w + b) (v - (w : E)) = 0 := by
    rw [inner_add_left, ← inner_proj W (A w) hd, ← inner_proj W b hd, hw', inner_neg_left]
    ring
  have hpos : 0 ≤ inner ℝ (v - (w : E)) (A (v - (w : E))) := by
    by_cases h : v - (w : E) = 0
    · rw [h, inner_zero_left]
    · exact (hA.2 _ h).le
  have h := hylleraas_add hA b (w : E) (v - (w : E))
  rw [h0, add_sub_cancel] at h
  linarith
```

## Which trial spaces contain the exact pair function

Here "exact" means exact within the second-order model: xs is the exact pair function, and J(xs), the minimum over all of E, is the exact minimum. Suppose S ⊆ V and the minimum over the trial space equals J(xs). It is attained at some w, and the error formula gives ⟨w − xs, A(w − xs)⟩ = 0, so w = xs. The minimiser thus lies in the trial space:

xs = s + c(1 − P_V)F.

Apply P_V. It leaves s unchanged, because s lies in V, and it annihilates (1 − P_V)F. Therefore

P_V xs = s, which lies in S, and (1 − P_V)xs = c(1 − P_V)F.

Conversely, if P_V xs lies in S and the second equation holds for some c, adding the two parts puts xs in the trial space, where it gives the lowest possible value. These two conditions are the right-hand side of the equivalence below.

```lean
/-- Let `A` be positive definite, `xs` the minimiser and `S ⊆ V`. The minimum over
`S + span((1 - P_V) F)` is exact if and only if `P_V xs` lies in `S` and `(1 - P_V) xs` is a
multiple of `(1 - P_V) F`. -/
theorem exact_iff {A : E →ₗ[ℝ] E} (hA : PositiveDefinite A) {b xs : E}
    (hmin : ∀ x, hylleraas A b xs ≤ hylleraas A b x)
    {S V : Submodule ℝ E} [V.HasOrthogonalProjection] (hSV : S ≤ V) (F : E) :
    IsLeast (hylleraas A b '' (trialSpace S V F : Set E)) (hylleraas A b xs) ↔
      V.starProjection xs ∈ S ∧
        ∃ c : ℝ, xs - V.starProjection xs = c • (F - V.starProjection F) := by
  constructor
  · rintro ⟨⟨w, hw, hJ⟩, -⟩
    -- the minimiser is unique, so it lies in the trial space
    have hwx : w = xs := by
      by_contra hne
      have h1 := hA.2 (w - xs) (sub_ne_zero.2 hne)
      have h2 := energy_error hA hmin w
      linarith
    rw [hwx] at hw
    obtain ⟨s, hs, c, hx⟩ := (mem_trialSpace S V F xs).1 hw
    have hPs : V.starProjection s = s := Submodule.starProjection_eq_self_iff.2 (hSV hs)
    have hPF : V.starProjection (V.starProjection F) = V.starProjection F :=
      Submodule.starProjection_eq_self_iff.2 (Submodule.starProjection_apply_mem V F)
    have hP : V.starProjection xs = s := by
      rw [← hx, map_add, map_smul, map_sub, hPs, hPF, sub_self, smul_zero, add_zero]
    rw [hP]
    exact ⟨hs, c, by rw [← hx, add_sub_cancel_left]⟩
  · rintro ⟨hS, c, hc⟩
    refine ⟨⟨xs, (mem_trialSpace S V F xs).2 ⟨_, hS, c, ?_⟩, rfl⟩, ?_⟩
    · rw [← hc, add_sub_cancel]
    · rintro _ ⟨x, -, rfl⟩
      exact hmin x
```

With V = S the first condition always holds, since P_S xs lies in S. What remains is

(1 − P_S)xs = c(1 − P_S)F for some real c.

If xs lies in S, this holds with c = 0 for every F. Otherwise, with the domain's own projector, the minimum is exact precisely when F has the right shape outside the domain, up to a factor. A correlation factor chosen in advance can be expected to meet this only approximately.

```lean
/-- For positive definite `A` with minimiser `xs`, the minimum over `S + span((1 - P_S) F)` is
exact if and only if `(1 - P_S) xs` is a multiple of `(1 - P_S) F`. -/
theorem exact_own_projector_iff {A : E →ₗ[ℝ] E} (hA : PositiveDefinite A) {b xs : E}
    (hmin : ∀ x, hylleraas A b xs ≤ hylleraas A b x)
    (S : Submodule ℝ E) [S.HasOrthogonalProjection] (F : E) :
    IsLeast (hylleraas A b '' (trialSpace S S F : Set E)) (hylleraas A b xs) ↔
      ∃ c : ℝ, xs - S.starProjection xs = c • (F - S.starProjection F) := by
  rw [exact_iff hA hmin le_rfl F]
  exact and_iff_right (Submodule.starProjection_apply_mem S xs)
```

If P_V xs lies outside S, as `hout` states, the criterion fails whatever F is. For finite-dimensional S the trial space is finite-dimensional too, so a minimum m exists. It is at least J(xs), and equality would contradict the criterion. Hence

J(xs) < m.

V itself may be infinite-dimensional here, provided that it has an orthogonal projector.

```lean
/-- Let `A` be positive definite with minimiser `xs`, and `S ⊆ V` with `S` finite-dimensional.
If `P_V xs` is outside `S`, the minimum over `S + span((1 - P_V) F)` exists and is strictly
higher than the exact one. -/
theorem minimum_strictly_higher {A : E →ₗ[ℝ] E} (hA : PositiveDefinite A) {b xs : E}
    (hmin : ∀ x, hylleraas A b xs ≤ hylleraas A b x)
    {S V : Submodule ℝ E} [FiniteDimensional ℝ S] [V.HasOrthogonalProjection]
    (hSV : S ≤ V) (F : E) (hout : V.starProjection xs ∉ S) :
    ∃ m, IsLeast (hylleraas A b '' (trialSpace S V F : Set E)) m ∧ hylleraas A b xs < m := by
  have : FiniteDimensional ℝ (trialSpace S V F) := by
    unfold trialSpace
    infer_instance
  obtain ⟨m, hm⟩ := exists_minimum hA b (trialSpace S V F)
  refine ⟨m, hm, lt_of_le_of_ne ?_ ?_⟩
  · obtain ⟨x, -, hx⟩ := hm.1
    rw [← hx]
    exact hmin x
  · intro h
    rw [← h] at hm
    exact hout ((exact_iff hA hmin hSV F).1 hm).1
```

## The size of the remaining error

Strict inequality does not say how large the error is. For that, assume a gap α > 0:

⟨x, A x⟩ ≥ α‖x‖² for every x.

Physically, α is a lower bound on the zeroth-order excitation energy of the pair. The part of the solution that lies in V but is missing from the domain is

u = P_V xs − P_S xs.

For t in S, ⟨t, u⟩ = ⟨t, xs⟩ − ⟨t, xs⟩ = 0. Since u lies in V, it is also orthogonal to (1 − P_V)F. So ⟨x, u⟩ = 0 for every trial vector x. Moreover, P_S xs is orthogonal to u, so

⟨u, u⟩ = ⟨P_V xs, u⟩ − ⟨P_S xs, u⟩ = ⟨xs, u⟩.

Subtracting ⟨x, u⟩ = 0 and using the Cauchy–Schwarz inequality gives

‖u‖² = ⟨xs − x, u⟩ ≤ ‖x − xs‖ ‖u‖,

and hence ‖u‖ ≤ ‖x − xs‖, which is trivial when u = 0. The error formula and the gap complete the estimate:

J(x) − J(xs) ≥ α‖x − xs‖² ≥ α‖P_V xs − P_S xs‖².

In the code, `hperp` and `hF` are the two orthogonality relations, `huu` is the identity for ⟨u, u⟩, and `hcs` is the Cauchy–Schwarz step. The bound needs projectors onto S and V but no finite dimension. It holds for every trial vector, so it also covers a coefficient c that is fixed in advance instead of optimised.

```lean
/-- Let `A` be symmetric with `⟨x, A x⟩ ≥ α ‖x‖²`, `α > 0`, let `xs` be the minimiser and
`S ⊆ V`. Every vector of `S + span((1 - P_V) F)` has an energy error of at least
`α ‖P_V xs - P_S xs‖²`. -/
theorem energy_error_lower_bound {A : E →ₗ[ℝ] E} (hsymm : A.IsSymmetric) {α : ℝ} (hα : 0 < α)
    (hbound : ∀ x : E, α * ‖x‖ ^ 2 ≤ inner ℝ x (A x)) {b xs : E}
    (hmin : ∀ x, hylleraas A b xs ≤ hylleraas A b x)
    {S V : Submodule ℝ E} [S.HasOrthogonalProjection] [V.HasOrthogonalProjection]
    (hSV : S ≤ V) (F : E) {x : E} (hx : x ∈ trialSpace S V F) :
    α * ‖V.starProjection xs - S.starProjection xs‖ ^ 2
      ≤ hylleraas A b x - hylleraas A b xs := by
  have hA : PositiveDefinite A := ⟨hsymm, fun y hy =>
    lt_of_lt_of_le (mul_pos hα (pow_pos (norm_pos_iff.2 hy) 2)) (hbound y)⟩
  obtain ⟨s, hs, c, hxs⟩ := (mem_trialSpace S V F x).1 hx
  obtain ⟨u, hu⟩ : ∃ u, u = V.starProjection xs - S.starProjection xs := ⟨_, rfl⟩
  have hPS : S.starProjection xs ∈ S := Submodule.starProjection_apply_mem S xs
  have huV : u ∈ V := by
    rw [hu]
    exact V.sub_mem (Submodule.starProjection_apply_mem V xs) (hSV hPS)
  -- u is orthogonal to S and to the projected correlated function
  have hperp : ∀ t ∈ S, inner ℝ t u = 0 := by
    intro t ht
    rw [real_inner_comm, hu, inner_sub_left, inner_proj V xs (hSV ht), inner_proj S xs ht,
      sub_self]
  have hF : inner ℝ (F - V.starProjection F) u = 0 := by
    rw [inner_sub_left, inner_proj V F huV, sub_self]
  have hxu : inner ℝ x u = 0 := by
    rw [← hxs, inner_add_left, real_inner_smul_left, hperp s hs, hF, mul_zero, add_zero]
  have huu : inner ℝ u u = inner ℝ xs u := by
    calc inner ℝ u u = inner ℝ (V.starProjection xs - S.starProjection xs) u := by rw [← hu]
      _ = inner ℝ xs u := by
        rw [inner_sub_left, inner_proj V xs huV, hperp _ hPS, sub_zero]
  -- Cauchy-Schwarz bounds the distance from x to the minimiser
  have hcs := real_inner_le_norm (xs - x) u
  rw [inner_sub_left, hxu, sub_zero, ← huu, real_inner_self_eq_norm_sq, norm_sub_rev] at hcs
  have hle : ‖u‖ ≤ ‖x - xs‖ := by
    by_contra h
    have h' := not_le.1 h
    nlinarith [mul_pos (sub_pos.2 h') (lt_of_le_of_lt (norm_nonneg _) h')]
  rw [← hu, energy_error hA hmin x]
  calc α * ‖u‖ ^ 2 ≤ α * ‖x - xs‖ ^ 2 := by gcongr
    _ ≤ inner ℝ (x - xs) (A (x - xs)) := hbound _

end LocalF12Projector
```

```lean
#print axioms LocalF12Projector.mem_trialSpace
-- 'LocalF12Projector.mem_trialSpace' depends on axioms: [propext, Classical.choice, Quot.sound]
#print axioms LocalF12Projector.exact_own_projector_iff
-- 'LocalF12Projector.exact_own_projector_iff' depends on axioms: [propext, Classical.choice, Quot.sound]
#print axioms LocalF12Projector.minimum_strictly_higher
-- 'LocalF12Projector.minimum_strictly_higher' depends on axioms: [propext, Classical.choice, Quot.sound]
#print axioms LocalF12Projector.energy_error_lower_bound
-- 'LocalF12Projector.energy_error_lower_bound' depends on axioms: [propext, Classical.choice, Quot.sound]
```

## The two projectors in a plane

A simple example that separates the two choices has E = ℝ² with orthonormal basis e₁, e₂. Take A = 1, S = {0}, V = span(e₁), xs = F = e₁ + e₂ and b = −xs. Then J(xs) = −2.

With the projector onto S, nothing is removed from F. The trial space contains xs, and the minimum is exact.

With the projector onto V, only e₂ remains, and

J(c e₂) = c² − 2c,

whose minimum is −1, at c = 1. The error is 1. With α = 1 and u = e₁, the lower bound is also 1, so it is attained here.

For local F12 calculations, the result identifies a domain error that a V-projected function cannot remove, within this model of one uncoupled pair, one correlated function and exactly evaluated matrix elements. It does not rank the two projectors when neither gives the exact minimum, and it does not treat the coupling between pairs, which localised occupied orbitals in general bring into the second-order equations even for closed shells.
